# Hylleraas lower bounds for a finite-state dispersion coefficient, and when nested trial spaces converge

The exact response of a pair of distant atoms to their dipole-dipole coupling is represented here by a vector xs that solves a linear equation, A xs = b, and not by applying an inverse operator to b. In an infinite-dimensional space a positive operator need not reach every b, so a solution is assumed there; in finite dimension it is proved to exist.

The vectors live in a real inner product space E, spanned by excited states of the non-interacting pair, with its non-degenerate ground state removed. The operator A is the pair Hamiltonian measured from the ground-state energy. The vector b is the dipole-dipole coupling applied to the ground state and projected onto E, with the factor R⁻³ taken out, where R is the distance between the atoms.

```lean
import Mathlib

open Filter Topology
open scoped InnerProductSpace

namespace HylleraasDispersion

noncomputable section

variable {E : Type*} [NormedAddCommGroup E] [InnerProductSpace ℝ E]
```

The structure `IsExcitation` states what is required of A: it is symmetric, and its expectation value is positive in every nonzero vector. Physically, every excitation costs energy. A is defined on all of E and maps E into itself, which for an unbounded Hamiltonian restricts the choice of E.

```lean
/-- An excitation Hamiltonian: a symmetric operator with positive expectation value in every
nonzero vector. -/
structure IsExcitation (A : E →ₗ[ℝ] E) : Prop where
  symm : ∀ x y, ⟪A x, y⟫_ℝ = ⟪x, A y⟫_ℝ
  pos : ∀ x, x ≠ 0 → 0 < ⟪x, A x⟫_ℝ
```

The functional to be maximized is

J(x) = 2⟨b,x⟩ − ⟨x,Ax⟩.

With this sign convention the first-order correction to the wavefunction is −R⁻³ xs, and the second-order energy of the dipole-dipole coupling is −C6/R⁶, with C6 positive unless b = 0.

```lean
/-- The Hylleraas functional `J(x) = 2⟨b,x⟩ - ⟨x,Ax⟩` for the coupling vector `b`. -/
def hylleraas (A : E →ₗ[ℝ] E) (b x : E) : ℝ := 2 * ⟪b, x⟫_ℝ - ⟪x, A x⟫_ℝ
```

A trial space is a subspace W of E, such as the span of a chosen set of pair functions. `IsOptimum A b W x` says that x lies in W and that no vector of W gives a larger J.

```lean
/-- The vector `x` maximizes the Hylleraas functional over the trial space `W`. -/
structure IsOptimum (A : E →ₗ[ℝ] E) (b : E) (W : Submodule ℝ E) (x : E) : Prop where
  mem : x ∈ W
  le : ∀ y ∈ W, hylleraas A b y ≤ hylleraas A b x
```

The coefficient itself is a finite sum over pair states i, with couplings gᵢ and excitation energies ωᵢ:

C6 = Σᵢ gᵢ²/ωᵢ.

A continuum of excited states is not covered by this definition.

```lean
/-- The dispersion coefficient as a sum over states: squared couplings `g i` divided by
excitation energies `ω i`. -/
def dispersionC6 {ι : Type*} [Fintype ι] (ω g : ι → ℝ) : ℝ := ∑ i, g i ^ 2 / ω i
```

## (a) The sign of the excitation energy

**Task.** Show that for every e in E, including e = 0,

⟨e,Ae⟩ ≥ 0.

**Solution.** If e = 0, the expression is 0. Otherwise it is positive by assumption. The Lean proof makes the same case distinction.

```lean
variable {A : E →ₗ[ℝ] E} {b : E}

/-- The excitation Hamiltonian has a nonnegative expectation value in every vector. -/
theorem energy_nonneg (hA : IsExcitation A) (e : E) : 0 ≤ ⟪e, A e⟫_ℝ := by
  by_cases h : e = 0
  · simp [h]
  · exact (hA.pos e h).le
```

## (b) Completing the square

**Task.** Let the residual b − Ax be orthogonal to the displacement y − x. Show that

J(x) − J(y) = ⟨y − x, A(y − x)⟩.

**Solution.** Write d = y − x and expand:

J(x + d) = 2⟨b,x⟩ + 2⟨b,d⟩ − ⟨x,Ax⟩ − ⟨x,Ad⟩ − ⟨d,Ax⟩ − ⟨d,Ad⟩.

By symmetry both cross terms equal ⟨Ax,d⟩, so

J(x + d) = J(x) + 2(⟨b,d⟩ − ⟨Ax,d⟩) − ⟨d,Ad⟩.

The bracket vanishes by hypothesis. In Lean, `simp only` expands the inner products, and `linear_combination` adds the hypothesis and the symmetry relations with the right coefficients.

```lean
/-- If the residual `b - Ax` is orthogonal to the displacement `y - x`, the functional drops
from `x` to `y` by exactly the energy of the displacement. -/
theorem functional_gap (hA : IsExcitation A) {x y : E}
    (h : ⟪b, y - x⟫_ℝ = ⟪A x, y - x⟫_ℝ) :
    hylleraas A b x - hylleraas A b y = ⟪y - x, A (y - x)⟫_ℝ := by
  have s1 := hA.symm x y
  have s2 := hA.symm x x
  have s3 : ⟪y, A x⟫_ℝ = ⟪A x, y⟫_ℝ := real_inner_comm _ _
  unfold hylleraas
  simp only [map_sub, inner_sub_left, inner_sub_right] at h ⊢
  linear_combination -2 * h + s3 - s1 + 2 * s2
```

## (c) Solving the projected equations

**Task.** Let W be finite-dimensional. Show that some x in W satisfies

⟨b,y⟩ = ⟨Ax,y⟩ for all y in W.

**Solution.** In a basis of W this is a square linear system whose matrix holds the elements of A between basis functions. Suppose x in W solves the homogeneous system, so that ⟨Ax,y⟩ = 0 for all y in W. The choice y = x gives ⟨Ax,x⟩ = 0, hence x = 0 by positivity. A square system with only the trivial homogeneous solution is solvable for every right-hand side.

The device that carries this argument in Lean is a map into the dual space. A usually takes vectors of W out of W, so it can't simply be restricted to an operator on W. The proof instead defines `B`, which sends x to the linear functional y ↦ ⟨Ax,y⟩ on W; `LinearMap.mk₂` builds it from the two-argument expression once linearity in each argument is checked. This is the matrix of the projected system without a choice of basis. W and its dual have equal dimension (`Subspace.dual_finrank_eq`), and between spaces of equal finite dimension an injective linear map is surjective. The functional `l`, which sends y to ⟨b,y⟩, is therefore `B x` for some x. Only W has to be finite-dimensional; E may be infinite-dimensional.

```lean
/-- In a finite-dimensional trial space the projected response equations have a solution. -/
theorem exists_projected_response (hA : IsExcitation A) (b : E) (W : Submodule ℝ E)
    [FiniteDimensional ℝ W] : ∃ x ∈ W, ∀ y ∈ W, ⟪b, y⟫_ℝ = ⟪A x, y⟫_ℝ := by
  let B : W →ₗ[ℝ] Module.Dual ℝ W := LinearMap.mk₂ ℝ (fun x y : W => ⟪A (x : E), (y : E)⟫_ℝ)
    (by intros; simp [inner_add_left]) (by intros; simp [real_inner_smul_left])
    (by intros; simp [inner_add_right]) (by intros; simp [real_inner_smul_right])
  -- positivity makes the projected operator injective
  have hinj : Function.Injective B := by
    refine (injective_iff_map_eq_zero B).2 fun x hx => ?_
    by_contra hne
    have hp := hA.pos (x : E) (fun h => hne (Subtype.ext h))
    have h0 : ⟪A (x : E), (x : E)⟫_ℝ = 0 := LinearMap.congr_fun hx x
    linarith [hA.symm (x : E) (x : E)]
  -- equal dimensions then make it surjective
  have hsurj : Function.Surjective B :=
    (LinearMap.injective_iff_surjective_of_finrank_eq_finrank
      Subspace.dual_finrank_eq.symm).1 hinj
  let l : W →ₗ[ℝ] ℝ :=
    { toFun := fun y => ⟪b, (y : E)⟫_ℝ
      map_add' := by intro y z; simp [inner_add_right]
      map_smul' := by intro c y; simp [real_inner_smul_right] }
  obtain ⟨x, hx⟩ := hsurj l
  exact ⟨x, x.2, fun y hy => (LinearMap.congr_fun hx ⟨y, hy⟩).symm⟩
```

## (d) One maximizer per trial space

**Task.** Show that on a finite-dimensional W there is exactly one x in W with

J(y) ≤ J(x) for all y in W.

**Solution.** Take x from (c). For y in W the displacement y − x also lies in W, so (b) applies:

J(x) − J(y) = ⟨y − x, A(y − x)⟩ ≥ 0.

Thus x is a maximizer. If y is another one and y ≠ x, the right-hand side is positive, so J(y) < J(x), a contradiction. In Lean the identity is `key`, and `linarith` draws both conclusions from it.

```lean
/-- On every finite-dimensional trial space the Hylleraas functional has exactly one
maximizer. -/
theorem existsUnique_optimum (hA : IsExcitation A) (b : E) (W : Submodule ℝ E)
    [FiniteDimensional ℝ W] : ∃! x, IsOptimum A b W x := by
  obtain ⟨x, hx, hg⟩ := exists_projected_response hA b W
  have key : ∀ y ∈ W, hylleraas A b x - hylleraas A b y = ⟪y - x, A (y - x)⟫_ℝ :=
    fun y hy => functional_gap hA (hg (y - x) (W.sub_mem hy hx))
  refine ⟨x, ⟨hx, fun y hy => by linarith [key y hy, energy_nonneg hA (y - x)]⟩, ?_⟩
  intro y hy
  have hy' : IsOptimum A b W y := hy
  by_contra hne
  linarith [key y hy'.mem, hA.pos (y - x) (sub_ne_zero.2 hne), hy'.le x hx]
```

## (e) The exact response in finite dimension

**Task.** Let E be finite-dimensional. Show that exactly one xs satisfies

A xs = b.

**Solution.** If Ax = 0, then ⟨x,Ax⟩ = 0 and x = 0. So A is injective, and as a linear map from a finite-dimensional space to itself it is also surjective. Surjectivity gives the solution and injectivity its uniqueness.

```lean
/-- In a finite-dimensional space the response equation `A x = b` has exactly one solution. -/
theorem existsUnique_response [FiniteDimensional ℝ E] (hA : IsExcitation A) (b : E) :
    ∃! x, A x = b := by
  have hinj : Function.Injective A := by
    refine (injective_iff_map_eq_zero A).2 fun x hx => ?_
    by_contra hne
    have hp := hA.pos x hne
    rw [hx, inner_zero_right] at hp
    exact lt_irrefl _ hp
  obtain ⟨x, hx⟩ := LinearMap.injective_iff_surjective.1 hinj b
  exact ⟨x, hx, fun y hy => hinj (Eq.trans hy hx.symm)⟩
```

## (f) The error of an arbitrary trial vector

**Task.** Let A xs = b. Show that for every x in E

⟨b,xs⟩ − J(x) = ⟨x − xs, A(x − xs)⟩.

**Solution.** At the exact response,

J(xs) = 2⟨b,xs⟩ − ⟨xs,b⟩ = ⟨b,xs⟩.

The residual b − A xs is zero, hence orthogonal to every displacement, and (b) gives the result. The error in the value is thus quadratic in the error of the vector.

```lean
/-- For the exact response `xs`, the value `⟨b,xs⟩` exceeds the functional at any trial vector
by the energy of the error vector. -/
theorem exact_gap (hA : IsExcitation A) {xs : E} (hxs : A xs = b) (x : E) :
    ⟪b, xs⟫_ℝ - hylleraas A b x = ⟪x - xs, A (x - xs)⟫_ℝ := by
  have h1 : hylleraas A b xs = ⟪b, xs⟫_ℝ := by
    unfold hylleraas
    rw [hxs]
    linarith [real_inner_comm xs b]
  rw [← h1]
  exact functional_gap hA (by rw [hxs])
```

## (g) Nested trial spaces

**Task.** Let W₀ ⊆ W₁ ⊆ … be trial spaces with maximizers xₙ, and let A xs = b. Show that

J(xₘ) ≤ J(xₙ) for m ≤ n,

⟨b,xs⟩ − J(xₙ) = ⟨xₙ − xs, A(xₙ − xs)⟩ ≥ 0,

and that J(xₙ) → ⟨b,xs⟩ if and only if for every ε > 0 some Wₙ contains a y with

⟨y − xs, A(y − xs)⟩ < ε.

**Solution.** For m ≤ n the vector xₘ lies in Wₙ, where xₙ is optimal; this gives the first line. The second is (f) together with (a).

If the values converge to ⟨b,xs⟩, then for given ε some N has ⟨b,xs⟩ − J(x_N) < ε, and y = x_N does what is asked. Conversely, let y in W_N have energy error below ε. For n ≥ N,

J(y) ≤ J(x_N) ≤ J(xₙ) ≤ ⟨b,xs⟩,

so

0 ≤ ⟨b,xs⟩ − J(xₙ) ≤ ⟨b,xs⟩ − J(y) < ε.

In the Lean proof, `Metric.tendsto_atTop` turns the limit into this ε–N form, and the optimality of x_N (`h2`), `mono` and `below` supply the three links of the chain of inequalities. The maximizers are a hypothesis, which (d) fulfils when each Wₙ is finite-dimensional. Nesting alone does not give convergence to the exact value: the spaces must also contain vectors y for which ⟨y − xs, A(y − xs)⟩ is arbitrarily small.

```lean
/-- For nested trial spaces the optimal values never decrease and never exceed the exact value, with
the energy of the error vector as the gap. They converge to the exact value if and only if the trial
spaces approximate the exact response arbitrarily well in energy. -/
theorem hylleraas_basis_convergence (hA : IsExcitation A) {xs : E} (hxs : A xs = b)
    {W : ℕ → Submodule ℝ E} (hW : Monotone W) {x : ℕ → E}
    (hx : ∀ n, IsOptimum A b (W n) (x n)) :
    Monotone (fun n => hylleraas A b (x n)) ∧
    (∀ n, ⟪b, xs⟫_ℝ - hylleraas A b (x n) = ⟪x n - xs, A (x n - xs)⟫_ℝ ∧
      hylleraas A b (x n) ≤ ⟪b, xs⟫_ℝ) ∧
    (Tendsto (fun n => hylleraas A b (x n)) atTop (𝓝 ⟪b, xs⟫_ℝ) ↔
      ∀ ε > 0, ∃ n, ∃ y ∈ W n, ⟪y - xs, A (y - xs)⟫_ℝ < ε) := by
  have gap := exact_gap hA hxs
  have below : ∀ n, hylleraas A b (x n) ≤ ⟪b, xs⟫_ℝ := fun n => by
    linarith [gap (x n), energy_nonneg hA (x n - xs)]
  -- a larger space contains the optimum of the smaller one
  have mono : ∀ m n, m ≤ n → hylleraas A b (x m) ≤ hylleraas A b (x n) :=
    fun m n hmn => (hx n).le _ (hW hmn (hx m).mem)
  refine ⟨fun m n hmn => mono m n hmn, fun n => ⟨gap (x n), below n⟩, ?_⟩
  rw [Metric.tendsto_atTop]
  constructor
  · intro h ε hε
    obtain ⟨N, hN⟩ := h ε hε
    have h1 := hN N le_rfl
    rw [Real.dist_eq, abs_lt] at h1
    exact ⟨N, x N, (hx N).mem, by linarith [gap (x N), h1.1]⟩
  · intro h ε hε
    obtain ⟨N, y, hy, hlt⟩ := h ε hε
    refine ⟨N, fun n hn => ?_⟩
    rw [Real.dist_eq, abs_lt]
    have h1 := mono N n hn
    have h2 := (hx N).le y hy
    constructor <;> linarith [gap y, below n]
```

## (h) The sum over states

**Task.** Let E have a finite orthonormal basis of eigenstates vᵢ with A vᵢ = ωᵢ vᵢ, put gᵢ = ⟨vᵢ,b⟩, and let A xs = b. Show that

⟨b,xs⟩ = Σᵢ gᵢ²/ωᵢ.

**Solution.** First, ωᵢ = ⟨vᵢ,A vᵢ⟩ > 0, so the division is legitimate. By symmetry

gᵢ = ⟨vᵢ,A xs⟩ = ⟨A vᵢ,xs⟩ = ωᵢ⟨vᵢ,xs⟩,

hence ⟨vᵢ,xs⟩ = gᵢ/ωᵢ. Inserting the complete set of states,

⟨b,xs⟩ = Σᵢ ⟨b,vᵢ⟩⟨vᵢ,xs⟩ = Σᵢ gᵢ²/ωᵢ.

In Lean, `sum_inner_mul_inner` inserts the states, while `hω` and `hc` are the two relations above.

```lean
/-- In an orthonormal basis of eigenstates of `A`, `⟨b,xs⟩` for the exact response `xs` is the
sum-over-states dispersion coefficient. -/
theorem response_eq_dispersionC6 {ι : Type*} [Fintype ι] (hA : IsExcitation A)
    (v : OrthonormalBasis ι ℝ E) {ω : ι → ℝ} (hv : ∀ i, A (v i) = ω i • v i)
    {xs : E} (hxs : A xs = b) :
    ⟪b, xs⟫_ℝ = dispersionC6 ω (fun i => ⟪v i, b⟫_ℝ) := by
  unfold dispersionC6
  rw [← v.sum_inner_mul_inner b xs]
  refine Finset.sum_congr rfl fun i _ => ?_
  have hn : ‖v i‖ = 1 := v.orthonormal.1 i
  have hω : 0 < ω i := by
    have hp := hA.pos (v i) (fun h => by simp [h] at hn)
    rw [hv, real_inner_smul_right, real_inner_self_eq_norm_sq, hn] at hp
    linarith
  have hc : ⟪v i, b⟫_ℝ = ω i * ⟪v i, xs⟫_ℝ := by
    rw [← hxs, ← hA.symm, hv, real_inner_smul_left]
  show ⟪b, v i⟫_ℝ * ⟪v i, xs⟫_ℝ = ⟪v i, b⟫_ℝ ^ 2 / ω i
  rw [real_inner_comm (v i) b, eq_div_iff hω.ne', hc]
  ring
```

## (i) Every trial vector bounds C6 from below

**Task.** In the setting of (h), but for an arbitrary x in E, show that

J(x) ≤ C6, with equality if and only if Ax = b.

**Solution.** Take xs from (e). By (f) and (h),

C6 − J(x) = ⟨x − xs, A(x − xs)⟩ ≥ 0.

Equality forces x = xs by positivity, so Ax = b. Conversely, Ax = b gives A(x − xs) = 0, and the difference vanishes.

For electronic structure this means that, in a finite-state model with A and b held fixed, enlarging the pair basis can only raise the optimized C6 or leave it unchanged, and never carries it past the model's exact value. If the monomer ground states are themselves approximated, A and b change; the bound then refers to the altered model, and it is guaranteed if the new A is still symmetric and positive.

```lean
/-- Every trial vector gives a lower bound to the dispersion coefficient, and the bound is
attained exactly by the solution of the response equation. -/
theorem dispersionC6_lower_bound {ι : Type*} [Fintype ι] (hA : IsExcitation A)
    (v : OrthonormalBasis ι ℝ E) {ω : ι → ℝ} (hv : ∀ i, A (v i) = ω i • v i) (b x : E) :
    hylleraas A b x ≤ dispersionC6 ω (fun i => ⟪v i, b⟫_ℝ) ∧
    (hylleraas A b x = dispersionC6 ω (fun i => ⟪v i, b⟫_ℝ) ↔ A x = b) := by
  have : FiniteDimensional ℝ E := Module.Finite.of_basis v.toBasis
  obtain ⟨xs, hxs, -⟩ := existsUnique_response hA b
  have gap := exact_gap hA hxs x
  rw [← response_eq_dispersionC6 hA v hv hxs]
  refine ⟨by linarith [energy_nonneg hA (x - xs)], fun h => ?_, fun h => ?_⟩
  · by_contra hne
    have hd : x - xs ≠ 0 := fun h0 => hne (by rw [sub_eq_zero.1 h0]; exact hxs)
    linarith [hA.pos _ hd]
  · have h0 : A (x - xs) = 0 := by rw [map_sub, h, hxs, sub_self]
    rw [h0, inner_zero_right] at gap
    linarith
```

## (j) Two coupled excited states

**Task.** Let A act on pairs of real numbers by

A(x₀, x₁) = (2x₀ + x₁, x₀ + 2x₁).

Show that A is symmetric and positive definite.

**Solution.** The expression

⟨x,Ay⟩ = 2x₀y₀ + x₀y₁ + x₁y₀ + 2x₁y₁

is unchanged when x and y are exchanged, so A is symmetric. For y = x it becomes

⟨x,Ax⟩ = x₀² + x₁² + (x₀ + x₁)²,

which vanishes only if x₀ = x₁ = 0. The Lean proof uses the same sum of squares.

```lean
/-- Two excited states of energy 2 coupled by a matrix element 1. -/
def coupledPair : EuclideanSpace ℝ (Fin 2) →ₗ[ℝ] EuclideanSpace ℝ (Fin 2) where
  toFun x := !₂[2 * x 0 + x 1, x 0 + 2 * x 1]
  map_add' x y := by ext i; fin_cases i <;> simp <;> ring
  map_smul' c x := by ext i; fin_cases i <;> simp <;> ring

/-- The coupled pair of excited states is an excitation Hamiltonian. -/
theorem coupledPair_witness : IsExcitation coupledPair := by
  constructor
  · intro x y
    simp [coupledPair, PiLp.inner_apply, Fin.sum_univ_two]
    ring
  · intro x hx
    have he : ⟪x, coupledPair x⟫_ℝ = x 0 ^ 2 + x 1 ^ 2 + (x 0 + x 1) ^ 2 := by
      simp [coupledPair, PiLp.inner_apply, Fin.sum_univ_two]
      ring
    rw [he]
    by_contra hn
    have h0 : x 0 ^ 2 = 0 := by
      nlinarith [sq_nonneg (x 0), sq_nonneg (x 1), sq_nonneg (x 0 + x 1)]
    have h1 : x 1 ^ 2 = 0 := by
      nlinarith [sq_nonneg (x 0), sq_nonneg (x 1), sq_nonneg (x 0 + x 1)]
    apply hx
    ext i
    fin_cases i
    · simpa using h0
    · simpa using h1

end

end HylleraasDispersion
```

```lean
#print axioms HylleraasDispersion.existsUnique_optimum
-- 'HylleraasDispersion.existsUnique_optimum' depends on axioms: [propext, Classical.choice, Quot.sound]
#print axioms HylleraasDispersion.hylleraas_basis_convergence
-- 'HylleraasDispersion.hylleraas_basis_convergence' depends on axioms: [propext, Classical.choice, Quot.sound]
#print axioms HylleraasDispersion.dispersionC6_lower_bound
-- 'HylleraasDispersion.dispersionC6_lower_bound' depends on axioms: [propext, Classical.choice, Quot.sound]
```

## One basis function against two

Take the operator of (j) with b = (1, 0). The equation A xs = b gives xs = (2/3, −1/3), so the exact value is ⟨b,xs⟩ = 2/3. The normalized eigenstates (1, 1)/√2 and (1, −1)/√2 have energies 3 and 1, each with squared coupling 1/2, and the sum over states agrees:

C6 = (1/2)/3 + (1/2)/1 = 2/3.

With the single basis function (1, 0), the trial vector is (t, 0) and J = 2t − 2t². The maximum lies at t = 1/2 and has the value 1/2. The error vector is

e = (1/2, 0) − (2/3, −1/3) = (−1/6, 1/3),

with energy

⟨e,Ae⟩ = 1/36 + 4/36 + 1/36 = 1/6,

which is the missing 2/3 − 1/2. Adding the second basis function closes the gap. A sequence of trial spaces that stays at the span of (1, 0) is nested as well, but its optimal value remains 1/2.
